# Unscaled ZORA draws a neutral atom with moving electrons to a distant positive charge as 1/R, in a model with locally constant potentials

To obtain the interaction energy of a neutral atom with a distant ion, one computes the energy at separation \(R\), subtracts the energy of the separated parts, and reads the remaining tail as physics. If the energies come from unscaled ZORA (the zeroth-order regular approximation to the Dirac equation) with the full potential, that of the ion included, in its kinetic term, the tail should first be checked for a \(1/R\) term: for independent electrons with nonzero momentum in locally constant potentials, the method produces one where the Dirac levels give none.

Atomic units are used, with \(c\) the speed of light and energies counted from the electron's rest energy. The atom has a nucleus of charge \(N\) and \(N\) electrons. Electron \(i\) has a fixed real momentum \(k_i\) and sits in its own constant potential energy \(v_i\). The electronic energy is a sum of levels, and the distant charge \(q\) is a point.

```lean
import Mathlib

open Filter Topology

namespace ZoraDistantCharge

noncomputable section
```

## Levels in a constant potential

Take one electron with momentum \(k\) in a potential \(v\), its spin along the line of motion. The upper component \(\varphi\) and the lower component \(\chi\) are then single amplitudes, and the Dirac equations are

\[
v\varphi + ck\chi = E\varphi, \qquad ck\varphi + (v-2c^2)\chi = E\chi .
\]

ZORA drops \(E\chi\) from the second equation. Then \(\chi = ck\varphi/(2c^2-v)\), and the first equation gives the level

\[
e(v) = v + \frac{c^2k^2}{2c^2-v}.
\]

```lean
/-- ZORA energy of an electron of momentum `k` in a constant potential `v`, for `v ≠ 2c²`. -/
def zoraEnergy (c k v : ℝ) : ℝ := v + c ^ 2 * k ^ 2 / (2 * c ^ 2 - v)
```

The same expression for \(\chi\) gives the weight of the lower component relative to the upper one,

\[
y = \frac{\chi^2}{\varphi^2} = \frac{c^2k^2}{(2c^2-v)^2}.
\]

In a state normalised to one, the lower component therefore carries the fraction \(y/(1+y)\).

```lean
/-- Weight of the lower component relative to the upper one in ZORA, for `v ≠ 2c²`. -/
def lowerWeight (c k v : ℝ) : ℝ := c ^ 2 * k ^ 2 / (2 * c ^ 2 - v) ^ 2
```

Scaled ZORA divides the level by the squared norm of the full state that belongs to an upper component of norm one: \(e^{\mathrm{s}} = e/(1+y)\).

```lean
/-- Scaled ZORA energy: the ZORA energy divided by one plus the lower weight, for `v ≠ 2c²`. -/
def scaledEnergy (c k v : ℝ) : ℝ := zoraEnergy c k v / (1 + lowerWeight c k v)
```

If \(E\chi\) is kept, elimination gives \((E-v)(E-v+2c^2) = c^2k^2\), whose positive-energy root is

\[
E = v + \sqrt{c^4+c^2k^2} - c^2 .
\]

The Lean code takes this root as the definition of the Dirac level.

```lean
/-- Positive-energy Dirac level in a constant potential `v`, with the rest energy subtracted. -/
def diracEnergy (c k v : ℝ) : ℝ := v + (Real.sqrt (c ^ 4 + c ^ 2 * k ^ 2) - c ^ 2)
```

## The atom and the distant charge

The charge repels the nucleus with energy \(Nq/R\) and shifts the potential energy of every electron by \(-q/R\). The shift is the same for all electrons because the atom is small compared with \(R\). For levels \(e_i\),

\[
E(R) = \frac{Nq}{R} + \sum_i e_i\!\left(v_i - \frac{q}{R}\right).
\]

In Lean, `e : Fin N → ℝ → ℝ` assigns to each electron its level as a function of the potential, so one definition serves ZORA, scaled ZORA and Dirac. The momenta and the \(v_i\) do not respond to the charge, so the model contains no polarisation and no orbital relaxation.

```lean
/-- Energy of a neutral atom with `N` electrons and a point charge `q` at distance `R ≠ 0`:
the repulsion of nucleus and charge, plus the levels `e i` in potentials shifted by `-q/R`. -/
def energyAt {N : ℕ} (e : Fin N → ℝ → ℝ) (v : Fin N → ℝ) (q R : ℝ) : ℝ :=
  N * q / R + ∑ i, e i (v i - q / R)
```

## Eliminating the lower component

The elimination above is an equivalence. If \(\varphi \neq 0\) and \(v < 2c^2\), a suitable \(\chi\) exists exactly when \(E = e(v)\). The condition \(\varphi\neq 0\) excludes the zero solution, which would satisfy the equations for every \(E\). The condition \(v<2c^2\) says that the potential does not rise to the height of the gap between the electron and positron continua; attractive potentials satisfy it.

In the forward direction the proof solves the lower equation for `χ`, inserts it into the upper one and cancels `φ`. In the backward direction it supplies the same `χ`.

```lean
/-- Below `v = 2c²`, the Dirac equations with the energy dropped from the lower one have a
solution with upper component `φ ≠ 0` exactly when `E` is the ZORA energy. -/
theorem zora_elimination {c k v E φ : ℝ} (hv : v < 2 * c ^ 2) (hφ : φ ≠ 0) :
    (∃ χ : ℝ, v * φ + c * k * χ = E * φ ∧ c * k * φ + (v - 2 * c ^ 2) * χ = 0) ↔
      E = zoraEnergy c k v := by
  have hne : 2 * c ^ 2 - v ≠ 0 := (sub_pos.mpr hv).ne'
  constructor
  · rintro ⟨χ, h1, h2⟩
    -- the lower equation fixes the lower component
    have hχ : χ = c * k * φ / (2 * c ^ 2 - v) := by
      rw [eq_div_iff hne]
      linear_combination -h2
    apply mul_right_cancel₀ hφ
    rw [← h1, hχ]
    unfold zoraEnergy
    ring
  · rintro rfl
    refine ⟨c * k * φ / (2 * c ^ 2 - v), by unfold zoraEnergy; ring, ?_⟩
    have h := div_mul_cancel₀ (c * k * φ) hne
    linear_combination -h
```

## The slope of the ZORA level

Differentiating the level with respect to the potential gives

\[
\frac{de}{dv} = 1 + \frac{c^2k^2}{(2c^2-v)^2} = 1+y .
\]

A constant shift of the potential should move a level by exactly that shift, with slope 1. For \(k\neq 0\) the ZORA level moves by more, as if the electron carried charge \(-(1+y)\). `HasDerivAt` states the derivative at the given point, and the proof assembles it from the sum and quotient rules.

```lean
/-- Below `v = 2c²`, the ZORA energy responds to a shift of the potential with slope
one plus the lower weight. -/
theorem zoraEnergy_hasDerivAt {c k v : ℝ} (hv : v < 2 * c ^ 2) :
    HasDerivAt (zoraEnergy c k) (1 + lowerWeight c k v) v := by
  have hne : 2 * c ^ 2 - v ≠ 0 := (sub_pos.mpr hv).ne'
  have h1 : HasDerivAt (fun u : ℝ => 2 * c ^ 2 - u) (-1) v := (hasDerivAt_id' v).const_sub _
  have h2 := (hasDerivAt_id' v).fun_add ((hasDerivAt_const v (c ^ 2 * k ^ 2)).fun_div h1 hne)
  exact h2.congr_deriv (by unfold lowerWeight; ring)
```

## A difference quotient taken along t = 1/R

Let \(f\) be any level with slope \(g\) at \(v\). The function \(t \mapsto f(v-qt)\) has derivative \(-qg\) at \(t=0\), so

\[
\frac{f(v-qt)-f(v)}{t} \to -qg \qquad (t\to 0,\ t\neq 0).
\]

Putting \(t=1/R\) gives

\[
R\left[f\!\left(v-\frac{q}{R}\right)-f(v)\right] \to -qg \qquad (R\to\infty).
\]

```lean
/-- A level with slope `g` in the potential, shifted by a charge `q` at distance `R`, changes
by `-q g / R` to leading order at large `R`. -/
theorem level_shift {f : ℝ → ℝ} {g v : ℝ} (hf : HasDerivAt f g v) (q : ℝ) :
    Tendsto (fun R : ℝ => R * (f (v - q / R) - f v)) atTop (𝓝 (-(q * g))) := by
  have h1 : HasDerivAt (fun t : ℝ => v - q * t) (-q) 0 :=
    (((hasDerivAt_id' (0 : ℝ)).const_mul q).const_sub v).congr_deriv (by ring)
  have h2 : HasDerivAt f g (v - q * 0) := by simpa using hf
  have h3 : HasDerivAt (fun t : ℝ => f (v - q * t)) (g * (-q)) 0 :=
    HasDerivAt.comp (h := fun t : ℝ => v - q * t) 0 h2 h1
  -- the difference quotient is taken along t = 1/R
  have hinv : Tendsto (fun R : ℝ => R⁻¹) atTop (𝓝[≠] 0) := by
    refine tendsto_nhdsWithin_iff.mpr ⟨tendsto_inv_atTop_zero, ?_⟩
    filter_upwards [eventually_gt_atTop (0 : ℝ)] with R hR
    exact inv_ne_zero hR.ne'
  have hc := (hasDerivAt_iff_tendsto_slope_zero.mp h3).comp hinv
  have hl : -(q * g) = g * (-q) := by ring
  rw [hl]
  refine hc.congr fun R => ?_
  simp [div_eq_mul_inv]
```

The device that carries this step is `hasDerivAt_iff_tendsto_slope_zero`. It restates a derivative as a limit of difference quotients along the filter `𝓝[≠] 0`, the neighbourhoods of zero with zero itself removed. The removal matters: Lean evaluates the quotient at \(t=0\) to 0, which is in general not the derivative.

To use this limit at large \(R\), one needs that \(1/R\) tends to zero and is eventually different from zero. These are the two parts of `hinv`, which `tendsto_nhdsWithin_iff` joins. Composition with `.comp hinv` then turns the derivative into the large-distance limit. No Taylor remainder has to be estimated, and \(f\) needs to be differentiable only at the single point \(v\).

## The residual Coulomb coefficient

Subtract the energy of the isolated atom and multiply by \(R>0\):

\[
R\Big[E(R)-\sum_i e_i(v_i)\Big]
= Nq + \sum_i R\left[e_i\!\left(v_i-\frac{q}{R}\right)-e_i(v_i)\right].
\]

If \(e_i\) has slope \(g_i\) at \(v_i\), the right-hand side tends to

\[
Nq - q\sum_i g_i = q\sum_i (1-g_i).
\]

The nuclear repulsion is cancelled when the slopes add up to \(N\), in particular when each of them is 1.

In the statement, `Tendsto … atTop (𝓝 …)` is the limit \(R\to\infty\). The proof adds the single-electron limits with `tendsto_finsetSum` and then matches the two sides of the first display for \(R>0\), where \(R\cdot Nq/R = Nq\).

```lean
/-- If the levels have slopes `g i` in the potential, the atom and the distant charge interact
at large `R` with Coulomb coefficient `q ∑ (1 - g i)`. -/
theorem coulomb_coefficient {N : ℕ} {e : Fin N → ℝ → ℝ} {g v : Fin N → ℝ}
    (h : ∀ i, HasDerivAt (e i) (g i) (v i)) (q : ℝ) :
    Tendsto (fun R : ℝ => R * (energyAt e v q R - ∑ i, e i (v i))) atTop
      (𝓝 (q * ∑ i, (1 - g i))) := by
  have hs := (tendsto_finsetSum Finset.univ
    (fun i _ => level_shift (h i) q)).const_add ((N : ℝ) * q)
  have hl : q * ∑ i, (1 - g i) = N * q + ∑ i, -(q * g i) := by
    rw [Finset.sum_sub_distrib, Finset.sum_neg_distrib, ← Finset.mul_sum]
    simp only [Finset.sum_const, Finset.card_univ, Fintype.card_fin, nsmul_eq_mul, mul_one]
    ring
  rw [hl]
  refine hs.congr' ?_
  filter_upwards [eventually_gt_atTop (0 : ℝ)] with R hR
  have hq : R * (N * q / R) = N * q := mul_div_cancel₀ _ hR.ne'
  rw [← Finset.mul_sum, Finset.sum_sub_distrib]
  unfold energyAt
  linear_combination -hq
```

## The ZORA coefficient

With \(g_i = 1+y_i\), where \(y_i\) is the lower weight of electron \(i\), each term \(1-g_i\) equals \(-y_i\), and

\[
R\Big[E(R)-\sum_i e_i(v_i)\Big] \to -q\sum_i y_i .
\]

At large distance the neutral atom acts like an object of charge \(-\sum_i y_i\). The theorem allows either sign of \(q\). Since \(y_i\ge 0\), a positive charge is attracted as soon as one \(y_i\) is nonzero. The term arises because the potential of the charge enters the denominator \(2c^2-v_i\). If a fixed model potential that the distant charge does not change stands there instead, each level has slope 1 and the coefficient is zero.

```lean
/-- In unscaled ZORA, with all potentials below `2c²`, a neutral atom and a distant charge `q`
interact at large `R` with Coulomb coefficient `-q` times the sum of the lower weights. -/
theorem zora_spurious_coulomb {N : ℕ} {c : ℝ} (k : Fin N → ℝ) {v : Fin N → ℝ}
    (hv : ∀ i, v i < 2 * c ^ 2) (q : ℝ) :
    Tendsto (fun R : ℝ => R * (energyAt (fun i => zoraEnergy c (k i)) v q R
      - ∑ i, zoraEnergy c (k i) (v i))) atTop
      (𝓝 (-q * ∑ i, lowerWeight c (k i) (v i))) := by
  have hl : -q * ∑ i, lowerWeight c (k i) (v i)
      = q * ∑ i, (1 - (1 + lowerWeight c (k i) (v i))) := by
    rw [Finset.mul_sum, Finset.mul_sum]
    exact Finset.sum_congr rfl fun i _ => by ring
  rw [hl]
  exact coulomb_coefficient (fun i => zoraEnergy_hasDerivAt (hv i)) q
```

## Attraction at every distance

The limit concerns large \(R\), but for \(q>0\) the sign within the model can be settled at every \(R>0\). As a description of an atom, the model still requires \(R\) to be large compared with the atom, since it shifts all electrons equally. First the nuclear repulsion is shared out, \(q/R\) to each electron:

\[
E(R) = \sum_i\left[\frac{q}{R} + e_i\!\left(v_i-\frac{q}{R}\right)\right].
\]

```lean
/-- The repulsion of nucleus and charge can be shared out equally, `q/R` to each electron. -/
theorem energyAt_eq_sum {N : ℕ} (e : Fin N → ℝ → ℝ) (v : Fin N → ℝ) (q R : ℝ) :
    energyAt e v q R = ∑ i, (q / R + e i (v i - q / R)) := by
  unfold energyAt
  rw [Finset.sum_add_distrib]
  simp only [Finset.sum_const, Finset.card_univ, Fintype.card_fin, nsmul_eq_mul]
  ring
```

For ZORA levels the explicit shifts cancel within each bracket, which leaves

\[
v_i + \frac{c^2k_i^2}{2c^2-v_i+q/R} \;\le\; v_i + \frac{c^2k_i^2}{2c^2-v_i},
\]

because the charge has enlarged the denominator. The inequality is strict for an electron with \(k_i\neq 0\). In Lean this electron is the index `j` with `hj : k j ≠ 0`. `Finset.sum_lt_sum` takes the weak inequality for all electrons and the strict one for `j`, and concludes that the energy lies below that of the isolated atom.

```lean
/-- For `c ≠ 0`, potentials below `2c²`, a positive charge and at least one electron with
nonzero momentum, the ZORA energy at every distance `R > 0` is below that of the isolated atom. -/
theorem zora_attraction {N : ℕ} {c q R : ℝ} {k v : Fin N → ℝ} (hc : c ≠ 0)
    (hv : ∀ i, v i < 2 * c ^ 2) (hq : 0 < q) (hR : 0 < R) {j : Fin N} (hj : k j ≠ 0) :
    energyAt (fun i => zoraEnergy c (k i)) v q R < ∑ i, zoraEnergy c (k i) (v i) := by
  have hd : 0 < q / R := div_pos hq hR
  rw [energyAt_eq_sum]
  -- lowering the potential enlarges the denominator of the kinetic term
  refine Finset.sum_lt_sum (fun i _ => ?_) ⟨j, Finset.mem_univ j, ?_⟩
  · have h : c ^ 2 * k i ^ 2 / (2 * c ^ 2 - (v i - q / R))
        ≤ c ^ 2 * k i ^ 2 / (2 * c ^ 2 - v i) :=
      div_le_div_of_nonneg_left (by positivity) (sub_pos.mpr (hv i)) (by linarith)
    simp only [zoraEnergy]
    linarith
  · have h : c ^ 2 * k j ^ 2 / (2 * c ^ 2 - (v j - q / R))
        < c ^ 2 * k j ^ 2 / (2 * c ^ 2 - v j) :=
      div_lt_div_of_pos_left (by positivity) (sub_pos.mpr (hv j)) (by linarith)
    simp only [zoraEnergy]
    linarith
```

## Dirac levels give no interaction

For the Dirac level the potential enters only as an added constant, so

\[
\frac{q}{R} + e_i\!\left(v_i-\frac{q}{R}\right) = e_i(v_i)
\]

for each electron, and \(E(R)\) equals the energy of the isolated atom at every distance. This is the sense in which the ZORA attraction is spurious: the same model with Dirac levels has no interaction of any kind.

```lean
/-- With Dirac levels the energy of the neutral atom and the charge does not depend on their
distance and equals that of the isolated atom. -/
theorem dirac_no_interaction {N : ℕ} (c : ℝ) (k v : Fin N → ℝ) (q R : ℝ) :
    energyAt (fun i => diracEnergy c (k i)) v q R = ∑ i, diracEnergy c (k i) (v i) := by
  rw [energyAt_eq_sum]
  refine Finset.sum_congr rfl fun i _ => ?_
  simp only [diracEnergy]
  ring
```

## What scaling leaves behind

The lower weight has slope

\[
\frac{dy}{dv} = \frac{2c^2k^2}{(2c^2-v)^3} = \frac{2y}{2c^2-v}.
\]

With \(de/dv = 1+y\), the quotient rule gives

\[
\frac{d}{dv}\,\frac{e}{1+y}
= \frac{(1+y)^2 - e\,\dfrac{2y}{2c^2-v}}{(1+y)^2}
= 1 - \frac{2\,e\,y}{(2c^2-v)(1+y)^2}.
\]

The general coefficient \(q\sum_i(1-g_i)\) therefore becomes

\[
q\sum_i \frac{2\,e_i\,y_i}{(2c^2-v_i)(1+y_i)^2},
\]

where \(e_i\) now stands for the unscaled ZORA energy \(e_i(v_i)\). Scaling thus changes the Coulomb term without removing it in general. An electron's contribution vanishes when its ZORA energy is zero, and for \(q>0\) it is attractive when that energy is negative and \(y_i>0\). Compared with a nonzero unscaled contribution \(-q\,y_i\), it is smaller in magnitude by the factor \(2|e_i|/[(2c^2-v_i)(1+y_i)^2]\) whenever \(|e_i|\) is small compared with \(c^2\) and \(v_i\le 0\).

In the proof, `h3` is the slope of the lower weight and `hder` that of the scaled level; `coulomb_coefficient` then supplies the limit.

```lean
/-- In scaled ZORA, with all potentials below `2c²`, the Coulomb coefficient at large `R` is
`q` times a sum in which each electron's term is proportional to its ZORA energy. -/
theorem scaled_coulomb {N : ℕ} {c : ℝ} (k : Fin N → ℝ) {v : Fin N → ℝ}
    (hv : ∀ i, v i < 2 * c ^ 2) (q : ℝ) :
    Tendsto (fun R : ℝ => R * (energyAt (fun i => scaledEnergy c (k i)) v q R
      - ∑ i, scaledEnergy c (k i) (v i))) atTop
      (𝓝 (q * ∑ i, zoraEnergy c (k i) (v i) * (2 * lowerWeight c (k i) (v i)
        / (2 * c ^ 2 - v i)) / (1 + lowerWeight c (k i) (v i)) ^ 2)) := by
  have hder : ∀ i, HasDerivAt (scaledEnergy c (k i))
      (1 - zoraEnergy c (k i) (v i) * (2 * lowerWeight c (k i) (v i)
        / (2 * c ^ 2 - v i)) / (1 + lowerWeight c (k i) (v i)) ^ 2) (v i) := by
    intro i
    have hne : 2 * c ^ 2 - v i ≠ 0 := (sub_pos.mpr (hv i)).ne'
    have h1 : HasDerivAt (fun u : ℝ => 2 * c ^ 2 - u) (-1) (v i) :=
      (hasDerivAt_id' (v i)).const_sub _
    have h2 : HasDerivAt (fun u : ℝ => (2 * c ^ 2 - u) ^ 2) (-(2 * (2 * c ^ 2 - v i))) (v i) :=
      (h1.fun_pow 2).congr_deriv (by norm_num)
    -- slope of the lower weight
    have h3 : HasDerivAt (lowerWeight c (k i))
        (2 * lowerWeight c (k i) (v i) / (2 * c ^ 2 - v i)) (v i) := by
      refine ((hasDerivAt_const (v i) (c ^ 2 * k i ^ 2)).fun_div h2
        (pow_ne_zero 2 hne)).congr_deriv ?_
      unfold lowerWeight
      field_simp
      ring
    have hy : 1 + lowerWeight c (k i) (v i) ≠ 0 := by unfold lowerWeight; positivity
    refine ((zoraEnergy_hasDerivAt (hv i)).fun_div (h3.const_add 1) hy).congr_deriv ?_
    rw [sub_div, ← sq, div_self (pow_ne_zero 2 hy)]
  have h := coulomb_coefficient hder q
  simpa only [sub_sub_cancel] using h

end

end ZoraDistantCharge
```

```lean
#print axioms ZoraDistantCharge.zora_spurious_coulomb
#print axioms ZoraDistantCharge.zora_attraction
#print axioms ZoraDistantCharge.dirac_no_interaction
#print axioms ZoraDistantCharge.scaled_coulomb
```

```
'ZoraDistantCharge.zora_spurious_coulomb' depends on axioms: [propext, Classical.choice, Quot.sound]
'ZoraDistantCharge.zora_attraction' depends on axioms: [propext, Classical.choice, Quot.sound]
'ZoraDistantCharge.dirac_no_interaction' depends on axioms: [propext, Classical.choice, Quot.sound]
'ZoraDistantCharge.scaled_coulomb' depends on axioms: [propext, Classical.choice, Quot.sound]
```
